# Coulomb-weighted partial waves of $r_{12}$ decay as $l^{-(p+4)}$ under the radial weight $(1-t)^p$

Let $t=r_</r_>$ be the ratio of the smaller to the larger electron–nucleus distance, with $r_>=1$. For natural numbers $p$ and $l$, define

$$f_l(t)=\frac{t^{l+2}}{2l+3}-\frac{t^l}{2l-1},\qquad
J_p(l)=\frac{1}{2l+1}\int_0^1 t^{l+2}f_l(t)(1-t)^p\,dt .$$

Then, as $l\to\infty$,

$$(2l)^{p+4}J_p(l)\to-(2p+6)\,p!\,.$$

For $p=0,2,4$ the decay is $l^{-4}$, $l^{-6}$ and $l^{-8}$, with coefficients $-3/8$, $-5/16$ and $-21/16$.

Here $f_l$ is the radial factor of the $l$-th Legendre component of the interelectronic distance $r_{12}$. The factor $t^{l+2}$ combines the Coulomb component $t^l$ with the volume element $t^2$, and $1/(2l+1)$ is the angular average of $P_l^2$, where $P_l$ is the Legendre polynomial. The weight is a postulate: it stands for a pair density suppressed to order $p$ at equal radii, whatever the angle between the electrons; coalescence is the case of zero angle.

## Extrapolation in the maximum angular momentum

A code that extrapolates correlation energies to a complete basis may assume an inverse-power tail in the angular momentum. The theorem fixes that power for this model with one fixed outer radius and a prescribed weight; it does not derive the rates for correlated atomic wave functions. Summing an $l^{-4}$ tail beyond $l=L$ gives the familiar $L^{-3}$ remainder, while a weight of higher order calls for a steeper formula.

## From factorial moments to the limit

Write $M(n,p)=\int_0^1t^n(1-t)^p\,dt$. For $p=0$ it is $1/(n+1)$. Splitting off one factor $1-t$ gives $M(n,p+1)=M(n,p)-M(n+1,p)$, so if the factorial formula holds at $p$,

$$M(n,p+1)=\frac{n!\,p!\,[(n+p+2)-(n+1)]}{(n+p+2)!}=\frac{n!\,(p+1)!}{(n+p+2)!}.$$

By induction, $M(n,p)=n!\,p!/(n+p+1)!$, and hence

$$M(n+1,p)=\frac{n+1}{n+p+2}\,M(n,p).$$

Now set $x=2l$ and $M=M(2l+2,p)$. Two uses of this recursion give

$$M(2l+4,p)=\frac{(x+3)(x+4)}{(x+p+4)(x+p+5)}\,M .$$

The integral in $J_p(l)$ is $M(2l+4,p)/(x+3)-M/(x-1)$, so

$$J_p(l)=\frac{M}{x+1}\left[\frac{x+4}{(x+p+4)(x+p+5)}-\frac1{x-1}\right].$$

Over a common denominator the numerator in brackets is

$$(x+4)(x-1)-(x+p+4)(x+p+5)=-(2p+6)x-(p^2+9p+24).$$

The $x^2$ terms cancel, which leaves

$$J_p(l)=-\frac{M\,[(2p+6)x+p^2+9p+24]}{(x+1)(x-1)(x+p+4)(x+p+5)} .$$

For $l\ge1$ every factor is positive, so $J_p(l)<0$. The factorial formula also gives

$$M=\frac{p!}{(x+3)(x+4)\cdots(x+p+3)},$$

with $p+1$ factors below, so $x^{p+1}M\to p!$. The remaining fraction, multiplied by $x^3$, tends to $-(2p+6)$. The product is the stated limit, and division by $2^{p+4}$ gives the three coefficients above.

For a weight $\sum_{k=0}^m c_k(1-t)^{p+k}$, linearity gives $\sum_k c_kJ_{p+k}(l)$. Since

$$x^{p+4}J_{p+k}(l)=x^{-k}\left[x^{p+k+4}J_{p+k}(l)\right],$$

every term with $k\ge1$ vanishes in the limit. What remains is $-c_0(2p+6)\,p!$.

## Lean source for the moments and rates

```lean
import Mathlib

open Filter Topology

namespace PartialWaveRates

noncomputable section

/-- Radial factor of the `l`-th Legendre component of the interelectronic distance `r12`,
as a function of `t = r< / r>` with `r> = 1`. -/
def r12Wave (l : ℕ) (t : ℝ) : ℝ :=
  t ^ (l + 2) / (2 * (l : ℝ) + 3) - t ^ l / (2 * (l : ℝ) - 1)

/-- The `l`-th partial wave: the `r12` component integrated against `t ^ (l + 2)` and a
weight `w`, divided by `2 l + 1`. -/
def partialWave (w : ℝ → ℝ) (l : ℕ) : ℝ :=
  1 / (2 * (l : ℝ) + 1) * ∫ t in (0 : ℝ)..1, t ^ (l + 2) * r12Wave l t * w t

/-- Moment of order `n` of the weight `(1 - t) ^ p`, which vanishes to order `p` at the
coalescence radius `t = 1`. -/
def moment (n p : ℕ) : ℝ := ∫ t in (0 : ℝ)..1, t ^ n * (1 - t) ^ p

/-- The moments are ratios of factorials. -/
theorem moment_eq (n p : ℕ) :
    moment n p = (n.factorial : ℝ) * (p.factorial : ℝ) / ((n + p + 1).factorial : ℝ) := by
  induction p generalizing n with
  | zero =>
    have h0 : moment n 0 = 1 / ((n : ℝ) + 1) := by simp [moment, integral_pow]
    rw [h0, add_zero, Nat.factorial_succ, Nat.factorial_zero]
    push_cast
    rw [div_eq_div_iff (by positivity) (by positivity)]
    ring
  | succ p ih =>
    have hc : ∀ a b : ℕ, IntervalIntegrable (fun t : ℝ => t ^ a * (1 - t) ^ b)
        MeasureTheory.volume 0 1 :=
      fun a b => Continuous.intervalIntegrable (by fun_prop) _ _
    -- one factor `1 - t` splits the moment into two of lower order
    have split : moment n (p + 1) = moment n p - moment (n + 1) p := by
      calc moment n (p + 1)
          = ∫ t in (0 : ℝ)..1, (t ^ n * (1 - t) ^ p - t ^ (n + 1) * (1 - t) ^ p) := by
            unfold moment
            congr 1
            funext t
            ring
        _ = _ := intervalIntegral.integral_sub (hc n p) (hc (n + 1) p)
    rw [split, ih, ih, show n + 1 + p + 1 = (n + p + 1) + 1 by omega,
      show n + (p + 1) + 1 = (n + p + 1) + 1 by omega,
      Nat.factorial_succ (n + p + 1), Nat.factorial_succ n, Nat.factorial_succ p]
    push_cast
    field_simp
    ring

/-- Recursions of the moments in the power of `t` and in the order of vanishing. -/
theorem moment_recursion (n p : ℕ) :
    ((n : ℝ) + p + 2) * moment (n + 1) p = ((n : ℝ) + 1) * moment n p ∧
    ((n : ℝ) + p + 2) * moment n (p + 1) = ((p : ℝ) + 1) * moment n p := by
  constructor
  · rw [moment_eq, moment_eq, show n + 1 + p + 1 = (n + p + 1) + 1 by omega,
      Nat.factorial_succ (n + p + 1), Nat.factorial_succ n]
    push_cast
    field_simp
    ring
  · rw [moment_eq, moment_eq, show n + (p + 1) + 1 = (n + p + 1) + 1 by omega,
      Nat.factorial_succ (n + p + 1), Nat.factorial_succ p]
    push_cast
    field_simp
    ring

/-- For every fixed real `c`, the ratio of `2 l` to `2 l + c` tends to 1 as `l` grows. -/
theorem shift_ratio (c : ℝ) :
    Tendsto (fun l : ℕ => 2 * (l : ℝ) / (2 * (l : ℝ) + c)) atTop (𝓝 1) := by
  have h : Tendsto (fun l : ℕ => 2 * (l : ℝ) + c) atTop atTop :=
    tendsto_atTop_add_const_right _ _
      (tendsto_natCast_atTop_atTop.const_mul_atTop (by norm_num))
  have h3 : Tendsto (fun l : ℕ => 1 - c * (2 * (l : ℝ) + c)⁻¹) atTop (𝓝 1) := by
    have := ((tendsto_inv_atTop_zero.comp h).const_mul c).const_sub 1
    simpa only [mul_zero, sub_zero, Function.comp_def] using this
  refine h3.congr' ?_
  filter_upwards [h.eventually_gt_atTop 0] with l hl
  have hne : 2 * (l : ℝ) + c ≠ 0 := hl.ne'
  rw [eq_div_iff hne, sub_mul, mul_assoc, inv_mul_cancel₀ hne]
  ring

/-- The moment of order `2 l + 2` of `(1 - t) ^ p`, multiplied by `(2 l) ^ (p + 1)`,
tends to `p!`. -/
theorem moment_scaling (p : ℕ) :
    Tendsto (fun l : ℕ => (2 * (l : ℝ)) ^ (p + 1) * moment (2 * l + 2) p) atTop
      (𝓝 (p.factorial : ℝ)) := by
  induction p with
  | zero =>
    rw [Nat.factorial_zero, Nat.cast_one]
    refine (shift_ratio 3).congr fun l => ?_
    have h0 : moment (2 * l + 2) 0 = 1 / (2 * (l : ℝ) + 3) := by
      have h : moment (2 * l + 2) 0 = 1 / (((2 * l + 2 : ℕ) : ℝ) + 1) := by
        simp [moment, integral_pow]
      rw [h]
      push_cast
      congr 1
      ring
    rw [h0]
    ring
  | succ p ih =>
    have H := (ih.mul_const ((p : ℝ) + 1)).mul (shift_ratio ((p : ℝ) + 4))
    have e : ((p + 1).factorial : ℝ) = (p.factorial : ℝ) * ((p : ℝ) + 1) * 1 := by
      rw [Nat.factorial_succ]
      push_cast
      ring
    rw [e]
    refine H.congr fun l => ?_
    have r := (moment_recursion (2 * l + 2) p).2
    push_cast at r
    have h : 2 * (l : ℝ) + ((p : ℝ) + 4) ≠ 0 := by positivity
    have hM : moment (2 * l + 2) (p + 1)
        = ((p : ℝ) + 1) * moment (2 * l + 2) p / (2 * (l : ℝ) + ((p : ℝ) + 4)) := by
      rw [eq_div_iff h]
      linear_combination r
    rw [hM]
    ring

/-- Exact value of the `l`-th partial wave for the weight `(1 - t) ^ p`, in terms of a
single moment. -/
theorem partialWave_closed (p l : ℕ) :
    partialWave (fun t => (1 - t) ^ p) l =
      -(moment (2 * l + 2) p * ((2 * (p : ℝ) + 6) * (2 * l) + ((p : ℝ) ^ 2 + 9 * p + 24))) /
        ((2 * (l : ℝ) + 1) * (2 * l - 1) * (2 * l + (p + 4)) * (2 * l + (p + 5))) := by
  have hc : ∀ a : ℕ, IntervalIntegrable (fun t : ℝ => t ^ a * (1 - t) ^ p)
      MeasureTheory.volume 0 1 :=
    fun a => Continuous.intervalIntegrable (by fun_prop) _ _
  have split : ∫ t in (0 : ℝ)..1, t ^ (l + 2) * r12Wave l t * (1 - t) ^ p
      = 1 / (2 * (l : ℝ) + 3) * moment (2 * l + 4) p
        - 1 / (2 * (l : ℝ) - 1) * moment (2 * l + 2) p := by
    unfold moment
    rw [← intervalIntegral.integral_const_mul, ← intervalIntegral.integral_const_mul,
      ← intervalIntegral.integral_sub ((hc _).const_mul _) ((hc _).const_mul _)]
    congr 1
    funext t
    unfold r12Wave
    ring
  -- the higher moment is reduced to the lower one in two steps
  have h3 : moment (2 * l + 3) p
      = (2 * (l : ℝ) + 3) * moment (2 * l + 2) p / (2 * l + (p + 4)) := by
    have s := (moment_recursion (2 * l + 2) p).1
    rw [show 2 * l + 2 + 1 = 2 * l + 3 from rfl] at s
    push_cast at s
    rw [eq_div_iff (by positivity)]
    linear_combination s
  have h4 : moment (2 * l + 4) p
      = (2 * (l : ℝ) + 4) * moment (2 * l + 3) p / (2 * l + (p + 5)) := by
    have s := (moment_recursion (2 * l + 3) p).1
    rw [show 2 * l + 3 + 1 = 2 * l + 4 from rfl] at s
    push_cast at s
    rw [eq_div_iff (by positivity)]
    linear_combination s
  have hm : 2 * (l : ℝ) - 1 ≠ 0 := by
    intro h
    have h1 : 2 * (l : ℝ) = 1 := by linarith
    have h2 : 2 * l = 1 := by exact_mod_cast h1
    omega
  unfold partialWave
  rw [split, h4, h3]
  field_simp
  ring

/-- Every partial wave with `l ≥ 1` is negative for the weight `(1 - t) ^ p`. -/
theorem partialWave_neg (p l : ℕ) (hl : 1 ≤ l) :
    partialWave (fun t => (1 - t) ^ p) l < 0 := by
  have hM : 0 < moment (2 * l + 2) p := by
    rw [moment_eq]
    positivity
  have h1 : (1 : ℝ) ≤ l := by exact_mod_cast hl
  have h : 0 < 2 * (l : ℝ) - 1 := by linarith
  rw [partialWave_closed]
  exact div_neg_of_neg_of_pos (neg_lt_zero.mpr (by positivity))
    (mul_pos (mul_pos (mul_pos (by positivity) h) (by positivity)) (by positivity))

/-- For the weight `(1 - t) ^ p`, the `l`-th partial wave times `(2 l) ^ (p + 4)` tends to `-(2 p +
6) p!`. -/
theorem partialWave_rate (p : ℕ) :
    Tendsto (fun l : ℕ => (2 * (l : ℝ)) ^ (p + 4) * partialWave (fun t => (1 - t) ^ p) l)
      atTop (𝓝 (-(2 * (p : ℝ) + 6) * (p.factorial : ℝ))) := by
  have hinv : Tendsto (fun l : ℕ => (2 * (l : ℝ))⁻¹) atTop (𝓝 0) :=
    tendsto_inv_atTop_zero.comp
      (tendsto_natCast_atTop_atTop.const_mul_atTop (by norm_num))
  have hm : Tendsto (fun l : ℕ => 2 * (l : ℝ) / (2 * (l : ℝ) - 1)) atTop (𝓝 1) := by
    simpa only [← sub_eq_add_neg] using shift_ratio (-1)
  have H := (((((moment_scaling p).neg.mul
    ((hinv.const_mul ((p : ℝ) ^ 2 + 9 * p + 24)).const_add (2 * (p : ℝ) + 6))).mul
    (shift_ratio 1)).mul hm).mul (shift_ratio ((p : ℝ) + 4))).mul (shift_ratio ((p : ℝ) + 5))
  -- the powers of `2 l` are shared out among the factors of the closed form
  have key : ∀ x M a K b c : ℝ, x ≠ 0 →
      -(x ^ (p + 1) * M) * (a + K * x⁻¹) * (x / (x + 1)) * (x / (x - 1)) * (x / (x + b))
        * (x / (x + c))
      = x ^ (p + 4) * (-(M * (a * x + K)) / ((x + 1) * (x - 1) * (x + b) * (x + c))) := by
    intro x M a K b c hx
    have hk : a + K * x⁻¹ = (a * x + K) * x⁻¹ := by
      rw [add_mul, mul_assoc, mul_inv_cancel₀ hx, mul_one]
    have hxx : x * x⁻¹ = 1 := mul_inv_cancel₀ hx
    rw [hk, div_eq_mul_inv (-(M * (a * x + K))), mul_inv, mul_inv, mul_inv]
    calc _ = x ^ (p + 4) * (-(M * (a * x + K)) *
          ((x + 1)⁻¹ * (x - 1)⁻¹ * (x + b)⁻¹ * (x + c)⁻¹)) * (x * x⁻¹) := by ring
      _ = _ := by rw [hxx, mul_one]
  have e : -(2 * (p : ℝ) + 6) * (p.factorial : ℝ) = -(p.factorial : ℝ)
      * (2 * (p : ℝ) + 6 + ((p : ℝ) ^ 2 + 9 * p + 24) * 0) * 1 * 1 * 1 * 1 := by ring
  rw [e]
  refine H.congr' ?_
  filter_upwards [eventually_ge_atTop 1] with l hl
  have hx : 2 * (l : ℝ) ≠ 0 := by
    have : (1 : ℝ) ≤ l := by exact_mod_cast hl
    positivity
  rw [partialWave_closed]
  exact key _ _ _ _ _ _ hx

/-- For a polynomial weight in powers of `1 - t` starting at order `p`, the limit of the
scaled partial waves depends on the coefficient of `(1 - t) ^ p` alone. -/
theorem partialWave_rate_polynomial (p m : ℕ) (c : ℕ → ℝ) :
    Tendsto (fun l : ℕ => (2 * (l : ℝ)) ^ (p + 4) *
        partialWave (fun t => ∑ k ∈ Finset.range (m + 1), c k * (1 - t) ^ (p + k)) l)
      atTop (𝓝 (c 0 * (-(2 * (p : ℝ) + 6) * (p.factorial : ℝ)))) := by
  -- partial waves are linear in the weight
  have lin : ∀ m l : ℕ,
      partialWave (fun t => ∑ k ∈ Finset.range (m + 1), c k * (1 - t) ^ (p + k)) l
      = ∑ k ∈ Finset.range (m + 1), c k * partialWave (fun t => (1 - t) ^ (p + k)) l := by
    intro m l
    have hc : ∀ k ∈ Finset.range (m + 1), IntervalIntegrable
        (fun t : ℝ => c k * (t ^ (l + 2) * r12Wave l t * (1 - t) ^ (p + k)))
        MeasureTheory.volume 0 1 := by
      intro k _
      apply Continuous.intervalIntegrable
      unfold r12Wave
      fun_prop
    have hs : ∫ t in (0 : ℝ)..1, t ^ (l + 2) * r12Wave l t *
          ∑ k ∈ Finset.range (m + 1), c k * (1 - t) ^ (p + k)
        = ∑ k ∈ Finset.range (m + 1),
          c k * ∫ t in (0 : ℝ)..1, t ^ (l + 2) * r12Wave l t * (1 - t) ^ (p + k) := by
      simp only [← intervalIntegral.integral_const_mul]
      rw [← intervalIntegral.integral_finsetSum hc]
      congr 1
      funext t
      rw [Finset.mul_sum]
      exact Finset.sum_congr rfl fun k _ => by ring
    unfold partialWave
    rw [hs, Finset.mul_sum]
    exact Finset.sum_congr rfl fun k _ => by ring
  -- each further power of `1 - t` is suppressed
  have tail : ∀ k : ℕ, Tendsto (fun l : ℕ => (2 * (l : ℝ)) ^ (p + 4) *
      partialWave (fun t => (1 - t) ^ (p + (k + 1))) l) atTop (𝓝 0) := by
    intro k
    have hinv : Tendsto (fun l : ℕ => (2 * (l : ℝ))⁻¹) atTop (𝓝 0) :=
      tendsto_inv_atTop_zero.comp
        (tendsto_natCast_atTop_atTop.const_mul_atTop (by norm_num))
    have H := (partialWave_rate (p + (k + 1))).mul (hinv.pow (k + 1))
    rw [zero_pow (by omega : k + 1 ≠ 0), mul_zero] at H
    have key : ∀ x J : ℝ, x ≠ 0 →
        x ^ (p + (k + 1) + 4) * J * x⁻¹ ^ (k + 1) = x ^ (p + 4) * J := by
      intro x J hx
      have hp : x ^ (k + 1) * x⁻¹ ^ (k + 1) = 1 := by
        rw [← mul_pow, mul_inv_cancel₀ hx, one_pow]
      calc _ = x ^ (p + 4) * J * (x ^ (k + 1) * x⁻¹ ^ (k + 1)) := by ring
        _ = _ := by rw [hp, mul_one]
    refine H.congr' ?_
    filter_upwards [eventually_ge_atTop 1] with l hl
    have h1 : (1 : ℝ) ≤ l := by exact_mod_cast hl
    exact key _ _ (by positivity)
  simp only [lin]
  induction m with
  | zero =>
    refine ((partialWave_rate p).const_mul (c 0)).congr fun l => ?_
    simp only [zero_add, Finset.sum_range_one, add_zero]
    ring
  | succ m ih =>
    have H := ih.add ((tail m).const_mul (c (m + 1)))
    rw [mul_zero, add_zero] at H
    refine H.congr fun l => ?_
    rw [Finset.sum_range_succ _ (m + 1)]
    ring

/-- The weights `(1 - t) ^ 0`, `(1 - t) ^ 2` and `(1 - t) ^ 4` give partial waves falling off as
`l⁻⁴`, `l⁻⁶` and `l⁻⁸`, with the stated coefficients. -/
theorem rates_four_six_eight :
    Tendsto (fun l : ℕ => (l : ℝ) ^ 4 * partialWave (fun t => (1 - t) ^ 0) l)
      atTop (𝓝 (-3 / 8)) ∧
    Tendsto (fun l : ℕ => (l : ℝ) ^ 6 * partialWave (fun t => (1 - t) ^ 2) l)
      atTop (𝓝 (-5 / 16)) ∧
    Tendsto (fun l : ℕ => (l : ℝ) ^ 8 * partialWave (fun t => (1 - t) ^ 4) l)
      atTop (𝓝 (-21 / 16)) := by
  refine ⟨?_, ?_, ?_⟩
  · have H := (partialWave_rate 0).const_mul (1 / 16 : ℝ)
    have e : (1 / 16 : ℝ) * (-(2 * ((0 : ℕ) : ℝ) + 6) * (Nat.factorial 0 : ℝ)) = -3 / 8 := by
      norm_num [Nat.factorial]
    rw [e] at H
    exact H.congr fun l => by ring
  · have H := (partialWave_rate 2).const_mul (1 / 64 : ℝ)
    have e : (1 / 64 : ℝ) * (-(2 * ((2 : ℕ) : ℝ) + 6) * (Nat.factorial 2 : ℝ)) = -5 / 16 := by
      norm_num [Nat.factorial]
    rw [e] at H
    exact H.congr fun l => by ring
  · have H := (partialWave_rate 4).const_mul (1 / 256 : ℝ)
    have e : (1 / 256 : ℝ) * (-(2 * ((4 : ℕ) : ℝ) + 6) * (Nat.factorial 4 : ℝ))
        = -21 / 16 := by
      norm_num [Nat.factorial]
    rw [e] at H
    exact H.congr fun l => by ring

end

end PartialWaveRates
```

```lean
#print axioms PartialWaveRates.partialWave_neg
#print axioms PartialWaveRates.partialWave_rate_polynomial
#print axioms PartialWaveRates.rates_four_six_eight
```

```
'PartialWaveRates.partialWave_neg' depends on axioms: [propext, Classical.choice, Quot.sound]
'PartialWaveRates.partialWave_rate_polynomial' depends on axioms: [propext, Classical.choice, Quot.sound]
'PartialWaveRates.rates_four_six_eight' depends on axioms: [propext, Classical.choice, Quot.sound]
```

## Scope of the limits

`r12Wave l t` is $f_l(t)$, `moment n p` is $M(n,p)$, and `partialWave w l` is the partial wave for any real function `w`; $J_p(l)$ is the case `fun t => (1 - t) ^ p`. The indices `l` and `p` are natural numbers, cast to reals before any subtraction, so $2l-1$ is $-1$ at $l=0$. A statement `Tendsto … atTop (𝓝 a)` says that the sequence converges to `a` as `l` grows.

`partialWave_rate` is the main limit and `rates_four_six_eight` its three special cases. `partialWave_rate_polynomial` covers finite sums in powers of $1-t$; if `c 0` is zero, it says only that the scaled sequence tends to zero. Weights that are not polynomials are not treated.

The limits carry no error bound at finite $l$, and they do not favour $l^{-4}$ over $(l+\tfrac12)^{-4}$, which have the same leading behaviour. For finite $l$, `partialWave_closed` gives the exact value, and `partialWave_neg` gives the sign for $l\ge1$.

## How the lemmas follow the algebra

`moment_eq` is the induction on $p$, and `moment_recursion` gives the ratios of neighbouring moments in both indices. `shift_ratio` proves $x/(x+c)\to1$ by writing the ratio as $1-c/(x+c)$. `moment_scaling` obtains $x^{p+1}M\to p!$ by induction, gaining one such ratio at each step.

In `partialWave_closed`, linearity splits the integral, two uses of the recursion reduce $M(2l+4,p)$ to $M$, and `field_simp` and `ring` carry out the common-denominator step. In the polynomial theorem, `lin` is linearity in the weight and `tail` removes the higher powers.

## Eventual equality with `Tendsto.congr'`

The main limit turns on replacing one sequence by another that agrees with it for all sufficiently large $l$. In `partialWave_rate`, `H` is the limit of a product of six factors:

$$-(x^{p+1}M),\quad 2p+6+\frac{p^2+9p+24}{x},\quad \frac{x}{x+1},\quad \frac{x}{x-1},\quad \frac{x}{x+p+4},\quad \frac{x}{x+p+5}.$$

The first two tend to $-p!$ and $2p+6$, the other four to 1. The step `H.congr'` transfers this limit to $x^{p+4}J_p(l)$, provided that the two expressions are eventually equal. `filter_upwards [eventually_ge_atTop 1]` restricts the comparison to $l\ge1$, where $x\ne0$, and `key` then cancels $x\,x^{-1}$. The analysis is thus confined to six elementary limits, and the rest is an algebraic identity.
